# Lower bound \(-V^2/2k\) on the relaxed energy of the linear T ⊗ e Jahn–Teller model

## Definitions and conventions

The electronic state of an orbital triplet is a vector \(u=(u_0,u_1,u_2)\in\mathbb C^3\), where the indices \(0,1,2\) label the \(x\)-, \(y\)- and \(z\)-like partners. The populations are \(p_i=|u_i|^2\), and normalisation means \(p_0+p_1+p_2=1\). The doubly degenerate E mode has two real classical coordinates \((a,b)\), a force constant \(k\) and a real linear coupling constant \(V\). The coupling matrix is diagonal in the orbital basis,
\[
M(a,b)=\operatorname{diag}\!\Big(\tfrac{a-\sqrt3\,b}{2},\ \tfrac{a+\sqrt3\,b}{2},\ -a\Big),
\]
and the energy is
\[
E(a,b;u)=\tfrac{k}{2}(a^2+b^2)+V\,\langle u|M(a,b)|u\rangle .
\]
The scale of \(V\) is fixed by \(M(a,0)\) having the entries \(a/2,\ a/2,\ -a\). The zero of energy is the undistorted geometry. A state lies along axis \(i\) if \(u_j=0\) for all \(j\neq i\); a normalised state of this kind has \(|u_i|=1\) with a free phase. The orbital mixing is \(w=p_0p_1+p_1p_2+p_0p_2\).

## The bound

For \(k>0\) and normalised \(u\), the minimum of \(E\) over \((a,b)\) exists and equals
\[
E^*(u)=-\frac{V^2}{2k}\,(1-3w).
\]
For \(V\neq0\) it satisfies \(-V^2/2k\le E^*(u)\le 0\). The lower value is reached exactly when \(u\) lies along a coordinate axis, and the upper value exactly when \(p_0=p_1=p_2=1/3\). Also for \(V\neq0\), the unrelaxed energy \(E(a,b;u)\) equals \(-V^2/2k\) exactly when \(u\) lies along some axis \(i\) and \((a,b)\) is the matching well \(q_i\):
\[
q_0=\tfrac{V}{k}\big(-\tfrac12,\tfrac{\sqrt3}{2}\big),\qquad
q_1=\tfrac{V}{k}\big(-\tfrac12,-\tfrac{\sqrt3}{2}\big),\qquad
q_2=\tfrac{V}{k}\,(1,0).
\]

## Use as a check on a code

A code that relaxes classical mode coordinates against the expectation value of this linear, E-mode-only model Hamiltonian has closed-form reference values: no pair of normalised state and geometry lies below \(-V^2/2k\), and a relaxation at frozen \(u\) should end at \(E^*(u)\). A number below \(-V^2/2k\) by more than rounding error means that the code is not evaluating the model as defined here; a lost normalisation and a different scale for \(V\) or \((a,b)\) are two possible causes. Within the same model, a starting state with equal populations has its optimal geometry at the origin, so with that state held fixed, relaxing the geometry from the undistorted one gains no energy.

## Derivation

Since \(M\) is diagonal, the expectation value is a population-weighted sum, and collecting the terms in \(a\) and \(b\) gives
\[
\langle u|M|u\rangle=\tfrac{a-\sqrt3 b}{2}p_0+\tfrac{a+\sqrt3 b}{2}p_1-a\,p_2=a\,\theta+b\,\varepsilon,
\]
with the electronic moments \(\theta=\tfrac{p_0+p_1}{2}-p_2\) and \(\varepsilon=\tfrac{\sqrt3}{2}(p_1-p_0)\).

The squared length of \((\theta,\varepsilon)\) follows by expansion:
\[
\theta^2+\varepsilon^2=\tfrac14(p_0+p_1)^2-(p_0+p_1)p_2+p_2^2+\tfrac34(p_1-p_0)^2=p_0^2+p_1^2+p_2^2-w .
\]
Because \((p_0+p_1+p_2)^2=p_0^2+p_1^2+p_2^2+2w\), this is \((p_0+p_1+p_2)^2-3w\), which is \(1-3w\) for a normalised state.

Set \(a^*=-V\theta/k\) and \(b^*=-V\varepsilon/k\). Then \(\tfrac k2a^2+V\theta a=\tfrac k2(a-a^*)^2-\tfrac{V^2\theta^2}{2k}\), and likewise for \(b\) with \(\varepsilon\), so
\[
E=\tfrac k2\big[(a-a^*)^2+(b-b^*)^2\big]-\tfrac{V^2}{2k}(\theta^2+\varepsilon^2)=\tfrac k2\big[(a-a^*)^2+(b-b^*)^2\big]+E^*(u).
\]
For \(k>0\) the bracket term is nonnegative and vanishes at \((a^*,b^*)\), so \(E^*(u)\) is the minimum.

Now write \(E^*=-\tfrac{V^2}{2k}+\tfrac{3V^2}{2k}\,w\). The mixing is a sum of three nonnegative products, so \(w\ge0\), which is the lower bound. For \(V\neq0\) the coefficient of \(w\) is positive and equality means \(w=0\). Then all three products vanish; each index occurs in only two of them, so at least two amplitudes are zero and \(u\) lies along an axis. Conversely, two vanishing amplitudes make every product zero.

On axes \(0,1,2\) the moments \((\theta,\varepsilon)\) are \((\tfrac12,-\tfrac{\sqrt3}2)\), \((\tfrac12,\tfrac{\sqrt3}2)\) and \((-1,0)\), and multiplying by \(-V/k\) gives \(q_0,q_1,q_2\). The difference \(E+V^2/2k\) is the sum of the nonnegative terms \(\tfrac k2(a-a^*)^2\), \(\tfrac k2(b-b^*)^2\) and \(\tfrac{3V^2}{2k}w\), and it vanishes only if all three do: \(u\) is on an axis \(i\) and \((a,b)=(a^*,b^*)=q_i\). In the other direction, this pair makes all three terms zero.

For the upper bound,
\[
1-3w=p_0^2+p_1^2+p_2^2-w=\tfrac12\big[(p_0-p_1)^2+(p_1-p_2)^2+(p_0-p_2)^2\big]\ge0,
\]
with equality exactly when the populations are equal, hence \(1/3\) each.

## The Lean file

```lean
import Mathlib

open Matrix

namespace TeJahnTeller

noncomputable section

/-- Shifts of the three orbital levels per unit coupling under the E-mode distortion `(a, b)`. -/
def orbitalShift (a b : ℝ) : Fin 3 → ℝ :=
  ![(a - Real.sqrt 3 * b) / 2, (a + Real.sqrt 3 * b) / 2, -a]

/-- The linear T ⊗ e coupling matrix, diagonal in the orbital basis. -/
def couplingMatrix (a b : ℝ) : Matrix (Fin 3) (Fin 3) ℂ :=
  diagonal fun i => (orbitalShift a b i : ℂ)

/-- Elastic energy plus `V` times the real part of `⟨u|M|u⟩`, with `M` the coupling matrix. There is no division by `⟨u|u⟩`, so the second factor is an expectation value when `u` is normalised. -/
def energy (k V a b : ℝ) (u : Fin 3 → ℂ) : ℝ :=
  k * (a ^ 2 + b ^ 2) / 2 + V * (star u ⬝ᵥ couplingMatrix a b *ᵥ u).re

/-- Population `|u i|²` of orbital `i`. -/
def pop (u : Fin 3 → ℂ) (i : Fin 3) : ℝ := Complex.normSq (u i)

/-- The electronic moment that multiplies the coordinate `a`. -/
def momentA (u : Fin 3 → ℂ) : ℝ := (pop u 0 + pop u 1) / 2 - pop u 2

/-- The electronic moment that multiplies the coordinate `b`. -/
def momentB (u : Fin 3 → ℂ) : ℝ := Real.sqrt 3 / 2 * (pop u 1 - pop u 0)

/-- Orbital mixing: the sum of the pairwise products of populations. -/
def mixing (u : Fin 3 → ℂ) : ℝ := pop u 0 * pop u 1 + pop u 1 * pop u 2 + pop u 0 * pop u 2

/-- The state `u` has no component outside orbital `i`. -/
def AlongAxis (u : Fin 3 → ℂ) (i : Fin 3) : Prop := ∀ j, j ≠ i → u j = 0

/-- The distortion `-(V/k)` times the pair of electronic moments. -/
def optimal (k V : ℝ) (u : Fin 3 → ℂ) : ℝ × ℝ := (-(V * momentA u / k), -(V * momentB u / k))

/-- The quantity `-(V²/2k) (1 - 3 · mixing)`. -/
def relaxed (k V : ℝ) (u : Fin 3 → ℂ) : ℝ := -V ^ 2 / (2 * k) * (1 - 3 * mixing u)

/-- Three points of the `(a, b)` plane, one for each coordinate axis. -/
def well (k V : ℝ) : Fin 3 → ℝ × ℝ :=
  ![(-V / (2 * k), Real.sqrt 3 * V / (2 * k)), (-V / (2 * k), -(Real.sqrt 3 * V / (2 * k))),
    (V / k, 0)]

/-- The energy written out in terms of the orbital populations. -/
theorem energy_eq (k V a b : ℝ) (u : Fin 3 → ℂ) :
    energy k V a b u = k * (a ^ 2 + b ^ 2) / 2 + V * ((a - Real.sqrt 3 * b) * pop u 0 / 2
      + (a + Real.sqrt 3 * b) * pop u 1 / 2 - a * pop u 2) := by
  have h : ∀ d : Fin 3 → ℝ, (star u ⬝ᵥ diagonal (fun i => (d i : ℂ)) *ᵥ u).re
      = d 0 * pop u 0 + d 1 * pop u 1 + d 2 * pop u 2 := by
    intro d
    simp [dotProduct, mulVec_diagonal, Fin.sum_univ_three, pop, Complex.normSq_apply]
    ring
  have e0 : orbitalShift a b 0 = (a - Real.sqrt 3 * b) / 2 := rfl
  have e1 : orbitalShift a b 1 = (a + Real.sqrt 3 * b) / 2 := rfl
  have e2 : orbitalShift a b 2 = -a := rfl
  unfold energy couplingMatrix
  rw [h, e0, e1, e2]
  ring

/-- The squared length of the moment pair is the squared total population minus three
times the mixing. -/
theorem moment_sq (u : Fin 3 → ℂ) :
    momentA u ^ 2 + momentB u ^ 2 = (∑ i, pop u i) ^ 2 - 3 * mixing u := by
  have h3 : Real.sqrt 3 ^ 2 = 3 := Real.sq_sqrt (by norm_num)
  rw [Fin.sum_univ_three]
  unfold momentA momentB mixing
  linear_combination ((pop u 1 - pop u 0) ^ 2 / 4) * h3

/-- For `k ≠ 0` and a normalised state the energy is a paraboloid in `(a, b)` centred at `optimal`
and offset by `relaxed`. -/
theorem complete_square {k : ℝ} (hk : k ≠ 0) (V a b : ℝ) {u : Fin 3 → ℂ}
    (hu : ∑ i, pop u i = 1) :
    energy k V a b u = k / 2 * ((a - (optimal k V u).1) ^ 2 + (b - (optimal k V u).2) ^ 2)
      + relaxed k V u := by
  have hlin : energy k V a b u
      = k * (a ^ 2 + b ^ 2) / 2 + V * (a * momentA u + b * momentB u) := by
    rw [energy_eq, momentA, momentB]; ring
  have hm : 1 - 3 * mixing u = momentA u ^ 2 + momentB u ^ 2 := by
    rw [moment_sq, hu]; ring
  rw [hlin, relaxed, hm]
  simp only [optimal]
  field_simp
  ring

/-- For `k > 0` and a normalised state, `relaxed` is the least energy over all distortions. -/
theorem isLeast_relaxed {k : ℝ} (hk : 0 < k) (V : ℝ) {u : Fin 3 → ℂ} (hu : ∑ i, pop u i = 1) :
    IsLeast {E | ∃ a b, E = energy k V a b u} (relaxed k V u) := by
  refine ⟨⟨(optimal k V u).1, (optimal k V u).2, ?_⟩, ?_⟩
  · rw [complete_square hk.ne' V _ _ hu]; ring
  · rintro E ⟨a, b, rfl⟩
    rw [complete_square hk.ne' V a b hu]
    exact le_add_of_nonneg_left (by positivity)

/-- The mixing is nonnegative and vanishes exactly for states along a coordinate axis. -/
theorem mixing_nonneg_and_zero_iff (u : Fin 3 → ℂ) :
    0 ≤ mixing u ∧ (mixing u = 0 ↔ ∃ i, AlongAxis u i) := by
  have tri : ∀ j : Fin 3, j = 0 ∨ j = 1 ∨ j = 2 := by decide
  have a0 : u 1 = 0 → u 2 = 0 → AlongAxis u 0 := fun h1 h2 j hj => by
    rcases tri j with rfl | rfl | rfl <;> first | assumption | exact absurd rfl hj
  have a1 : u 0 = 0 → u 2 = 0 → AlongAxis u 1 := fun h1 h2 j hj => by
    rcases tri j with rfl | rfl | rfl <;> first | assumption | exact absurd rfl hj
  have a2 : u 0 = 0 → u 1 = 0 → AlongAxis u 2 := fun h1 h2 j hj => by
    rcases tri j with rfl | rfl | rfl <;> first | assumption | exact absurd rfl hj
  have hp : ∀ i, 0 ≤ pop u i := fun i => Complex.normSq_nonneg _
  have n01 := mul_nonneg (hp 0) (hp 1)
  have n12 := mul_nonneg (hp 1) (hp 2)
  have n02 := mul_nonneg (hp 0) (hp 2)
  refine ⟨by unfold mixing; linarith, fun h => ?_, ?_⟩
  · -- each pairwise product vanishes, so two amplitudes vanish
    unfold mixing at h
    have h01 : pop u 0 * pop u 1 = 0 := by linarith
    have h12 : pop u 1 * pop u 2 = 0 := by linarith
    have h02 : pop u 0 * pop u 2 = 0 := by linarith
    simp only [pop, mul_eq_zero, Complex.normSq_eq_zero] at h01 h12 h02
    rcases h01 with x | x <;> rcases h12 with y | y <;> rcases h02 with z | z <;>
      first | exact ⟨0, a0 ‹_› ‹_›⟩ | exact ⟨1, a1 ‹_› ‹_›⟩ | exact ⟨2, a2 ‹_› ‹_›⟩
  · rintro ⟨i, h⟩
    rcases tri i with rfl | rfl | rfl
    · simp [mixing, pop, h 1 (by decide), h 2 (by decide)]
    · simp [mixing, pop, h 0 (by decide), h 2 (by decide)]
    · simp [mixing, pop, h 0 (by decide), h 1 (by decide)]

/-- For `k > 0`, `V ≠ 0` and a normalised state, the minimum of the energy over `(a, b)` exists
and is at least `-V²/(2k)`, with equality exactly when the state lies along a coordinate axis. -/
theorem min_energy_bound {k V : ℝ} (hk : 0 < k) (hV : V ≠ 0) {u : Fin 3 → ℂ}
    (hu : ∑ i, pop u i = 1) :
    ∃ m, IsLeast {E | ∃ a b, E = energy k V a b u} m ∧ -V ^ 2 / (2 * k) ≤ m ∧
      (m = -V ^ 2 / (2 * k) ↔ ∃ i, AlongAxis u i) := by
  obtain ⟨h0, hz⟩ := mixing_nonneg_and_zero_iff u
  have hc : 0 < 3 * (V ^ 2 / (2 * k)) := by positivity
  have hr : relaxed k V u = -V ^ 2 / (2 * k) + 3 * (V ^ 2 / (2 * k)) * mixing u := by
    unfold relaxed; ring
  refine ⟨relaxed k V u, isLeast_relaxed hk V hu, ?_, ?_⟩
  · rw [hr]; exact le_add_of_nonneg_right (mul_nonneg hc.le h0)
  · rw [← hz, hr]
    constructor
    · intro h
      have h' : 3 * (V ^ 2 / (2 * k)) * mixing u = 0 := by linear_combination h
      exact (mul_eq_zero.mp h').resolve_left hc.ne'
    · intro h; rw [h]; ring

/-- For a normalised state along axis `i`, the distortion `optimal` is the point `well i`. -/
theorem optimal_on_axis (k V : ℝ) {u : Fin 3 → ℂ} (hu : ∑ i, pop u i = 1) {i : Fin 3}
    (h : AlongAxis u i) : optimal k V u = well k V i := by
  have tri : ∀ j : Fin 3, j = 0 ∨ j = 1 ∨ j = 2 := by decide
  have hp : ∀ j, j ≠ i → pop u j = 0 := fun j hj => by simp [pop, h j hj]
  rw [Fin.sum_univ_three] at hu
  rcases tri i with rfl | rfl | rfl
  · have p1 := hp 1 (by decide)
    have p2 := hp 2 (by decide)
    have p0 : pop u 0 = 1 := by linarith
    have e : well k V 0 = (-V / (2 * k), Real.sqrt 3 * V / (2 * k)) := rfl
    rw [e, optimal, momentA, momentB, p0, p1, p2]
    refine Prod.ext ?_ ?_ <;> dsimp only <;> ring
  · have p0 := hp 0 (by decide)
    have p2 := hp 2 (by decide)
    have p1 : pop u 1 = 1 := by linarith
    have e : well k V 1 = (-V / (2 * k), -(Real.sqrt 3 * V / (2 * k))) := rfl
    rw [e, optimal, momentA, momentB, p0, p1, p2]
    refine Prod.ext ?_ ?_ <;> dsimp only <;> ring
  · have p0 := hp 0 (by decide)
    have p1 := hp 1 (by decide)
    have p2 : pop u 2 = 1 := by linarith
    have e : well k V 2 = (V / k, 0) := rfl
    rw [e, optimal, momentA, momentB, p0, p1, p2]
    refine Prod.ext ?_ ?_ <;> dsimp only <;> ring

/-- For `k > 0`, `V ≠ 0` and a normalised state, the energy equals `-V²/(2k)` exactly when the
state lies along some axis `i` and the distortion is `well i`. -/
theorem energy_eq_min_iff {k V : ℝ} (hk : 0 < k) (hV : V ≠ 0) (a b : ℝ) {u : Fin 3 → ℂ}
    (hu : ∑ i, pop u i = 1) :
    energy k V a b u = -V ^ 2 / (2 * k) ↔ ∃ i, AlongAxis u i ∧ (a, b) = well k V i := by
  obtain ⟨h0, hz⟩ := mixing_nonneg_and_zero_iff u
  have hc : 0 < 3 * (V ^ 2 / (2 * k)) := by positivity
  rw [complete_square hk.ne' V a b hu, relaxed]
  constructor
  · intro h
    -- three nonnegative terms sum to zero
    have h' : k / 2 * (a - (optimal k V u).1) ^ 2 + k / 2 * (b - (optimal k V u).2) ^ 2
        + 3 * (V ^ 2 / (2 * k)) * mixing u = 0 := by linear_combination h
    have t1 : 0 ≤ k / 2 * (a - (optimal k V u).1) ^ 2 := by positivity
    have t2 : 0 ≤ k / 2 * (b - (optimal k V u).2) ^ 2 := by positivity
    have t3 := mul_nonneg hc.le h0
    have hk2 : k / 2 ≠ 0 := (half_pos hk).ne'
    have z1 : k / 2 * (a - (optimal k V u).1) ^ 2 = 0 := by linarith
    have z2 : k / 2 * (b - (optimal k V u).2) ^ 2 = 0 := by linarith
    have z3 : 3 * (V ^ 2 / (2 * k)) * mixing u = 0 := by linarith
    obtain ⟨i, hi⟩ := hz.mp ((mul_eq_zero.mp z3).resolve_left hc.ne')
    refine ⟨i, hi, ?_⟩
    rw [← optimal_on_axis k V hu hi]
    exact Prod.ext
      (sub_eq_zero.mp ((pow_eq_zero_iff two_ne_zero).mp ((mul_eq_zero.mp z1).resolve_left hk2)))
      (sub_eq_zero.mp ((pow_eq_zero_iff two_ne_zero).mp ((mul_eq_zero.mp z2).resolve_left hk2)))
  · rintro ⟨i, hi, hab⟩
    rw [optimal_on_axis k V hu hi, ← hab, hz.mpr ⟨i, hi⟩]
    dsimp only
    ring

/-- For `k > 0`, `V ≠ 0` and a normalised state, `relaxed` is at most zero, and is zero exactly
when all three populations equal `1/3`. -/
theorem relaxed_nonpos {k V : ℝ} (hk : 0 < k) (hV : V ≠ 0) {u : Fin 3 → ℂ}
    (hu : ∑ i, pop u i = 1) :
    relaxed k V u ≤ 0 ∧ (relaxed k V u = 0 ↔ ∀ i, pop u i = 1 / 3) := by
  have tri : ∀ j : Fin 3, j = 0 ∨ j = 1 ∨ j = 2 := by decide
  rw [Fin.sum_univ_three] at hu
  have hc : 0 < V ^ 2 / (2 * k) := by positivity
  have hD : 1 - 3 * mixing u = ((pop u 0 - pop u 1) ^ 2 + (pop u 1 - pop u 2) ^ 2
      + (pop u 0 - pop u 2) ^ 2) / 2 := by
    unfold mixing
    linear_combination (-(pop u 0 + pop u 1 + pop u 2 + 1)) * hu
  have hr : relaxed k V u = -(V ^ 2 / (2 * k) * (1 - 3 * mixing u)) := by
    unfold relaxed; ring
  rw [hr, hD]
  refine ⟨neg_nonpos.mpr (by positivity), fun h i => ?_, fun h => ?_⟩
  · have hz := (mul_eq_zero.mp (neg_eq_zero.mp h)).resolve_left hc.ne'
    have s1 := sq_nonneg (pop u 0 - pop u 1)
    have s2 := sq_nonneg (pop u 1 - pop u 2)
    have s3 := sq_nonneg (pop u 0 - pop u 2)
    have z1 : (pop u 0 - pop u 1) ^ 2 = 0 := by linarith
    have z2 : (pop u 1 - pop u 2) ^ 2 = 0 := by linarith
    have e1 := (pow_eq_zero_iff two_ne_zero).mp z1
    have e2 := (pow_eq_zero_iff two_ne_zero).mp z2
    rcases tri i with rfl | rfl | rfl <;> linarith
  · rw [h 0, h 1, h 2]; ring

end

end TeJahnTeller
```

```lean
#print axioms TeJahnTeller.min_energy_bound
-- 'TeJahnTeller.min_energy_bound' depends on axioms: [propext, Classical.choice, Quot.sound]
#print axioms TeJahnTeller.energy_eq_min_iff
-- 'TeJahnTeller.energy_eq_min_iff' depends on axioms: [propext, Classical.choice, Quot.sound]
#print axioms TeJahnTeller.relaxed_nonpos
-- 'TeJahnTeller.relaxed_nonpos' depends on axioms: [propext, Classical.choice, Quot.sound]
```

## The formal statements in words

The state is `u : Fin 3 → ℂ`, and `pop u i` is \(p_i\). Normalisation enters as the hypothesis `∑ i, pop u i = 1`. The matrix \(M\) is `couplingMatrix a b`, built from the entries `orbitalShift a b`. In `energy`, the expression `star u ⬝ᵥ couplingMatrix a b *ᵥ u` is \(\sum_i \bar u_i (Mu)_i\); it is real because the diagonal is real, and `.re` moves it to the real numbers. No division by \(\langle u|u\rangle\) is made, so the expression is an expectation value only for normalised `u`. The names `momentA`, `momentB`, `mixing`, `optimal`, `relaxed` and `well k V i` stand for \(\theta\), \(\varepsilon\), \(w\), \((a^*,b^*)\), \(E^*\) and \(q_i\). The expression `-V ^ 2 / (2 * k)` is \(-(V^2)/(2k)\).

The theorem `min_energy_bound` says that for `0 < k`, `V ≠ 0` and normalised `u` there is a number `m` that is the least element of `{E | ∃ a b, E = energy k V a b u}`, the set of energies over all real distortions. `IsLeast` means that `m` is attained and lies below every other element. This `m` is at least \(-V^2/2k\), with equality if and only if `∃ i, AlongAxis u i`. A real unit vector is the case of zero imaginary parts, where \(p_i=u_i^2\). Under the same hypotheses, `energy_eq_min_iff` characterises the pairs of state and geometry with energy \(-V^2/2k\), and `relaxed_nonpos` gives \(E^*\le0\) with its equality case.

## How the proof follows the derivation

`energy_eq` expands the expectation value. Its step `h` treats any real diagonal `d`, and the three entries of \(M\) are then substituted. `moment_sq` is the expansion of \(\theta^2+\varepsilon^2\), valid without normalisation; `linear_combination` supplies \((\sqrt3)^2=3\) with the weight \((p_1-p_0)^2/4\).

`complete_square` assumes normalisation and \(k\neq0\); the sign of \(k\) plays no part in it. It writes the energy as linear in the moments (`hlin`), replaces \(1-3w\) by \(\theta^2+\varepsilon^2\) (`hm`), clears the denominators and compares polynomials. `isLeast_relaxed` evaluates this identity at `optimal` for attainment and uses `positivity` on the bracket term for the lower bound.

`mixing_nonneg_and_zero_iff` derives the vanishing of each product by `linarith`, splits each into its two alternatives, and in each of the eight cases finds two zero amplitudes and names the remaining axis. `min_energy_bound` takes `relaxed k V u` as `m`, rewrites it by `hr` as \(-V^2/2k\) plus a positive multiple of \(w\), and cancels that multiple.

`optimal_on_axis` inserts populations \(1,0,0\) in the three possible orders. `energy_eq_min_iff` is the three-term argument, with `t1`, `t2`, `t3` the signs and `z1`, `z2`, `z3` the vanishing terms. In `relaxed_nonpos`, `hD` is the sum-of-squares form of \(1-3w\), where normalisation enters through \(1-S^2=-(S+1)(S-1)\) for the total population \(S=p_0+p_1+p_2\).

## Guarantees and limits

The theorems are exact statements about the function \(E(a,b;u)\) over the real and complex numbers, for every \(k>0\), either sign of \(V\) and every normalised \(u\). They say nothing about floating-point evaluation or the convergence of an optimiser.

The form of \(M\) is an input. The Jahn–Teller theorem, that a nonlinear molecule in an orbitally degenerate state has a symmetry-allowed linear coupling to a non-totally-symmetric distortion, is a group-theoretical statement about where such matrices come from; the results above start from one given matrix and locate its static minima. The coordinates are classical, so nuclear kinetic energy, zero-point motion and vibronic levels are absent. Coupling to T\(_2\) modes, quadratic coupling, anharmonicity, spin–orbit interaction and states outside the triplet are not in the model. The three minima are three up to the phase of \(u_i\).

The limit \(V=0\) shows the role of `hV`. `isLeast_relaxed` still applies and gives \(E^*=0\) for every state, so the bound \(0\le E^*\) is met with equality off the axes as well and the equivalence fails. The simplest mixed case, \(u=(1,1,0)/\sqrt2\), has \(w=1/4\), \((a^*,b^*)=(-V/2k,\,0)\) and \(E^*=-V^2/8k\), a quarter of the full stabilisation.

The state could instead be modelled as a \(3\times3\) density matrix \(\rho\) with energy \(\tfrac k2(a^2+b^2)+V\operatorname{Tr}(\rho M)\); the file does not treat this variant. The populations would be the diagonal entries \(\rho_{ii}\), and the algebra in \(\theta\), \(\varepsilon\) and \(w\) would carry over, since only the diagonal meets \(M\). Nonnegativity of the \(p_i\) would have to come from a positivity hypothesis on \(\rho\), where here it comes from `Complex.normSq_nonneg`, and the same positivity would be needed to pass from \(\rho_{ii}=1\) to \(\rho\) being the projector on orbital \(i\). The case \(E^*=0\) would then include the maximally mixed state with \(\rho\) equal to one third of the identity.
